# The entropy-weighted level sum as an energy integral: a generalised Mott formula for finitely many levels

## Definitions and conventions

```lean
import Mathlib

open Real Filter Topology MeasureTheory Set

namespace NernstEntropyWeight

noncomputable section
```

The real number $x$ is a reduced energy, measured from the chemical potential in units of the thermal energy. The occupation is $f(x) = 1/(e^x+1)$.

```lean
/-- Fermi-Dirac occupation as a function of the reduced energy `x`. -/
def fermi (x : ℝ) : ℝ := 1 / (exp x + 1)
```

A fermionic level occupied with probability $p$ has entropy $h(p) = -p\log p - (1-p)\log(1-p)$, with the natural logarithm and Boltzmann's constant set to one. The thermal level entropy is $s(x) = h(f(x))$.

```lean
/-- Entropy of a fermionic level with occupation `p`. -/
def occEntropy (p : ℝ) : ℝ := -p * log p - (1 - p) * log (1 - p)

/-- Entropy of a thermally occupied level at reduced energy `x`. -/
def entropy (x : ℝ) : ℝ := occEntropy (fermi x)
```

The kernel is $K(x) = -x f'(x)$, where $f'$ is Mathlib's derivative `deriv fermi`.

```lean
/-- The kernel `-x f'(x)`. -/
def mottKernel (x : ℝ) : ℝ := -x * deriv fermi x
```

Levels carry an index $n$ from an arbitrary type `ι`, restricted to a finite set $S$. Each has an energy $e_n$ and a real weight $W_n$ of either sign. The cumulative weight $\sigma(x) = \sum_{n \in S,\ e_n \le x} W_n$ is a step function; a level exactly at $x$ is counted, and degenerate levels are allowed.

```lean
/-- The cumulative weight `σ(x)`: the sum of the weights `W n` over the levels with
energy `e n ≤ x`. -/
def hallSum {ι : Type*} (S : Finset ι) (e W : ι → ℝ) (x : ℝ) : ℝ :=
  ∑ n ∈ S.filter (fun n => e n ≤ x), W n
```

At inverse temperature $\beta$, chemical potential $\mu$ and energy $\varepsilon$, the occupation is $f_{\beta\mu}(\varepsilon) = f(\beta(\varepsilon-\mu))$.

```lean
/-- Fermi-Dirac occupation at energy `ε`, inverse temperature `β`, chemical potential `μ`. -/
def thermalFermi (β μ ε : ℝ) : ℝ := fermi (β * (ε - μ))
```

For non-interacting electrons in finitely many bands on a finite mesh of $k$-points, with $n$ labelling band and $k$-point and $W_n$ the Berry curvature times the mesh weight, $\sigma(\varepsilon)$ is proportional to the zero-temperature intrinsic anomalous Hall conductivity at Fermi energy $\varepsilon$, and the sum of $W_n$ times the level entropy is proportional to the intrinsic anomalous Nernst conductivity. That reading is brought in from transport theory. The theorems know only real numbers $W_n$, with no Bloch states and no prefactors of charge or $\hbar$.

## The occupation is Fermi–Dirac

This assumption sits in the definition of `fermi`. It means independent fermionic levels in thermal equilibrium.

By hand it is used three times. First, $e^x > 0$ gives $0 < f < 1$, so both logarithms have positive arguments, and the quotient rule gives $f'(x) = -e^x/(e^x+1)^2$.

```lean
/-- The occupation lies strictly between 0 and 1. -/
theorem fermi_mem (x : ℝ) : 0 < fermi x ∧ fermi x < 1 := by
  have h := exp_pos x
  unfold fermi
  refine ⟨by positivity, ?_⟩
  rw [div_lt_iff₀ (by positivity)]
  linarith

/-- The Fermi function has derivative `-e^x/(e^x+1)^2`. -/
theorem fermi_hasDerivAt (x : ℝ) : HasDerivAt fermi (-exp x / (exp x + 1) ^ 2) x := by
  have hne : exp x + 1 ≠ 0 := by positivity
  have h := (hasDerivAt_const x (1 : ℝ)).fun_div ((Real.hasDerivAt_exp x).add_const 1) hne
  have h2 : HasDerivAt fermi ((0 * (exp x + 1) - 1 * exp x) / (exp x + 1) ^ 2) x := h
  exact h2.congr_deriv (by ring)
```

Second, the product rule gives
$$s' = -f'\log f - f' + f'\log(1-f) + f' = f'\,\bigl[\log(1-f) - \log f\bigr],$$
and $1-f = e^x/(e^x+1) = e^x f$ turns the bracket into $x$, so that $s'(x) = x f'(x)$. In `entropy_hasDerivAt`, `h` is the four-term product rule, `hbal` is $1-f = e^x f$, and `key` is its logarithm. The cancellations $f\cdot f'/f = f'$ and $(1-f)(-f')/(1-f) = -f'$ are `e1` and `e2`, and `linear_combination` adds these three equations with coefficients $f'$, $-1$, $-1$.

```lean
/-- The level entropy has derivative `x f'(x)`. -/
theorem entropy_hasDerivAt (x : ℝ) : HasDerivAt entropy (x * deriv fermi x) x := by
  have hf := (fermi_hasDerivAt x).differentiableAt.hasDerivAt
  have h0 : fermi x ≠ 0 := (fermi_mem x).1.ne'
  have h1 : 1 - fermi x ≠ 0 := (sub_pos.2 (fermi_mem x).2).ne'
  have hg := hf.const_sub 1
  have h : HasDerivAt entropy
      (-deriv fermi x * log (fermi x) + -fermi x * (deriv fermi x / fermi x) -
        (-deriv fermi x * log (1 - fermi x) +
          (1 - fermi x) * (-deriv fermi x / (1 - fermi x)))) x :=
    (hf.fun_neg.fun_mul (hf.log h0)).fun_sub (hg.fun_mul (hg.log h1))
  -- detailed balance: 1 - f = e^x f
  have hbal : 1 - fermi x = exp x * fermi x := by
    have hne : exp x + 1 ≠ 0 := by positivity
    unfold fermi
    field_simp
    ring
  have key : log (1 - fermi x) = x + log (fermi x) := by
    rw [hbal, log_mul (exp_pos x).ne' h0, log_exp]
  have e1 : fermi x * (deriv fermi x / fermi x) = deriv fermi x := by field_simp
  have e2 : (1 - fermi x) * (-deriv fermi x / (1 - fermi x)) = -deriv fermi x := by field_simp
  refine h.congr_deriv ?_
  linear_combination (deriv fermi x) * key - e1 - e2
```

Third, $f \to 0$ as $x \to +\infty$ and $f \to 1$ as $x \to -\infty$. Since $h$ is continuous with $h(0) = h(1) = 0$, the entropy tends to zero at both ends. The proof obtains continuity from `Real.continuous_mul_log`, the continuity of $p \mapsto p\log p$, applied to $p$ and to $1-p$, and composes it with the two limits of $f$. Only the limit at $+\infty$ is used afterwards.

```lean
/-- The level entropy tends to zero as `x → +∞` and as `x → -∞`. -/
theorem entropy_tendsto :
    Tendsto entropy atTop (𝓝 0) ∧ Tendsto entropy atBot (𝓝 0) := by
  have hc : Continuous occEntropy := by
    have hs : Continuous fun p : ℝ => 1 - p := by fun_prop
    have h2 := Real.continuous_mul_log.comp hs
    have h3 := Real.continuous_mul_log.neg.sub h2
    have he : occEntropy = fun p : ℝ => -(p * log p) - (1 - p) * log (1 - p) := by
      ext p
      unfold occEntropy
      ring
    rw [he]
    exact h3
  have v0 : occEntropy 0 = 0 := by simp [occEntropy]
  have v1 : occEntropy (1 / (0 + 1)) = 0 := by simp [occEntropy]
  constructor
  · -- the occupation tends to 0
    have c : Tendsto (fun _ : ℝ => (1 : ℝ)) atTop (𝓝 1) := tendsto_const_nhds
    have h := c.div_atTop (tendsto_atTop_add_const_right _ 1 Real.tendsto_exp_atTop)
    have h' : Tendsto fermi atTop (𝓝 0) := h
    have h'' := (hc.tendsto 0).comp h'
    rw [v0] at h''
    exact h''
  · -- the occupation tends to 1
    have c : Tendsto (fun _ : ℝ => (1 : ℝ)) atBot (𝓝 1) := tendsto_const_nhds
    have h := c.div (Real.tendsto_exp_atBot.add_const 1) (by norm_num)
    have h' : Tendsto fermi atBot (𝓝 (1 / (0 + 1))) := h
    have h'' := (hc.tendsto _).comp h'
    rw [v1] at h''
    exact h''
```

For any real $a$ the last two results give
$$\int_a^\infty K(x)\,dx = -\int_a^\infty s'(x)\,dx = s(a) - \lim_{x\to\infty}s(x) = s(a).$$
`kernel_tail` states this together with integrability of $K$ on $[a,\infty)$, written `Ici a`. The explicit form $K = x e^x/(e^x+1)^2$ is `hk`, and `hd` says $K = (-s)'$. On $(0,\infty)$ the kernel is nonnegative and its antiderivative $-s$ has a limit, so it is integrable there (`h0`). On $[a,0]$, which is empty for $a > 0$, it is continuous (`h1`). The two sets cover $[a,\infty)$, and `integral_Ioi_of_hasDerivAt_of_tendsto'` is the fundamental theorem of calculus on a half-line.

```lean
/-- The kernel `-x f'(x)` is integrable on `[a, ∞)` and its integral there is the entropy
of a level at `a`. -/
theorem kernel_tail (a : ℝ) :
    IntegrableOn mottKernel (Ici a) ∧ ∫ x in Ici a, mottKernel x = entropy a := by
  have hk : mottKernel = fun x => x * exp x / (exp x + 1) ^ 2 := by
    ext x
    unfold mottKernel
    rw [(fermi_hasDerivAt x).deriv]
    ring
  have hc : Continuous mottKernel := by
    rw [hk]
    exact Continuous.div (by fun_prop) (by fun_prop) (fun x => by positivity)
  -- the kernel is the derivative of -s
  have hd : ∀ x, HasDerivAt (fun y => -entropy y) (mottKernel x) x := fun x =>
    (entropy_hasDerivAt x).fun_neg.congr_deriv (by unfold mottKernel; ring)
  have ht : Tendsto (fun y => -entropy y) atTop (𝓝 (-0)) := entropy_tendsto.1.neg
  have hpos : ∀ x ∈ Ioi (0 : ℝ), 0 ≤ mottKernel x := by
    intro x hx
    have hx' : 0 < x := hx
    rw [hk]
    show 0 ≤ x * exp x / (exp x + 1) ^ 2
    positivity
  have h0 : IntegrableOn mottKernel (Ioi 0) :=
    integrableOn_Ioi_deriv_of_nonneg' (fun x _ => hd x) hpos ht
  have h1 : IntegrableOn mottKernel (Icc a 0) := hc.integrableOn_Icc
  have hI : IntegrableOn mottKernel (Ici a) := by
    refine (h1.union h0).mono_set ?_
    intro x hx
    by_cases h : x ≤ 0
    · exact Or.inl ⟨hx, h⟩
    · exact Or.inr (not_le.mp h)
  refine ⟨hI, ?_⟩
  rw [integral_Ici_eq_integral_Ioi,
    integral_Ioi_of_hasDerivAt_of_tendsto' (fun x _ => hd x)
      (hI.mono_set Ioi_subset_Ici_self) ht]
  simp
```

For another differentiable occupation function $g$ with values in $(0,1)$, the product rule still gives $g'\log[(1-g)/g]$ for the derivative of $h(g)$, but the logarithm is no longer $x$, so the kernel is minus this derivative instead of $-x g'$.

## The set of levels is finite

The type `Finset ι` of $S$ means finitely many levels, as with finitely many bands on a finite mesh of $k$-points. Let $\theta_a$ be the function equal to $1$ for $x \ge a$ and $0$ otherwise. Then $\sigma(x) = \sum_{n\in S} W_n\,\theta_{e_n}(x)$, and
$$\int_{-\infty}^{\infty} K\sigma\,dx = \sum_{n\in S} W_n \int_{-\infty}^{\infty} K\,\theta_{e_n}\,dx = \sum_{n\in S} W_n \int_{e_n}^{\infty} K\,dx = \sum_{n\in S} W_n\, s(e_n).$$
Finiteness is used in the first equality, the exchange of sum and integral.

`entropy_sum_eq_integral` states that $K\sigma$ is Lebesgue integrable over $\mathbb{R}$ and that the two outer expressions agree, the $e_n$ being reduced energies. Integrability belongs in the conclusion because Mathlib assigns the value zero to the integral of a non-integrable function. The proof uses finiteness through `Finset.induction_on`. For empty $S$ both sides are zero. For a new index $a \notin S$, `hfun` shows pointwise, by cases on $e_a \le x$, that the integrand gains $W_a K\theta_{e_a}$, written with `indicator`. `kernel_tail` supplies the integrability of this term (`hi`) and its integral $W_a s(e_a)$, and `integral_add` splits the integral.

```lean
/-- For finitely many levels `e n` with weights `W n`, the function `-x f'(x) σ(x)` is
integrable over the real line and its integral is the entropy-weighted sum `∑ W n s(e n)`. -/
theorem entropy_sum_eq_integral {ι : Type*} (S : Finset ι) (e W : ι → ℝ) :
    Integrable (fun x => mottKernel x * hallSum S e W x) ∧
      ∑ n ∈ S, W n * entropy (e n) = ∫ x, mottKernel x * hallSum S e W x := by
  classical
  induction S using Finset.induction_on with
  | empty => simp [hallSum]
  | insert a S ha ih =>
    -- a new level adds the kernel cut off below its energy
    have hfun : (fun x => mottKernel x * hallSum (insert a S) e W x) =
        fun x => W a * (Ici (e a)).indicator mottKernel x + mottKernel x * hallSum S e W x := by
      ext x
      simp only [hallSum, Finset.sum_filter, Finset.sum_insert ha]
      by_cases h : e a ≤ x
      · rw [if_pos h, Set.indicator_of_mem (show x ∈ Ici (e a) from h)]
        ring
      · rw [if_neg h, Set.indicator_of_notMem (show x ∉ Ici (e a) from h)]
        ring
    have hi : Integrable ((Ici (e a)).indicator mottKernel) :=
      (integrable_indicator_iff measurableSet_Ici).2 (kernel_tail (e a)).1
    rw [hfun]
    refine ⟨(hi.const_mul (W a)).add ih.1, ?_⟩
    rw [integral_add (hi.const_mul (W a)) ih.1, integral_const_mul,
      integral_indicator measurableSet_Ici, (kernel_tail (e a)).2, Finset.sum_insert ha, ih.2]
```

With infinitely many levels, $\sigma(x)$ is a series that may diverge, and the exchange of sum and integral has to be justified; absolute summability of the weights is sufficient. An integral over the Brillouin zone is likewise not an instance of the theorem.

## The inverse temperature is positive

The hypothesis `hβ : 0 < β` means a finite positive temperature; $\mu$ is unrestricted. For levels with energies $E_n$, let $\sigma(\varepsilon)$ now be the sum of $W_n$ over $E_n \le \varepsilon$, and let $\tilde\sigma$ be the cumulative weight of the reduced energies $x_n = \beta(E_n-\mu)$. Put $x = \beta(\varepsilon-\mu)$ and $G = K\tilde\sigma$. The chain rule gives $\partial f_{\beta\mu}/\partial\varepsilon = \beta f'(x)$. For $\beta > 0$ the conditions $E_n \le \varepsilon$ and $x_n \le x$ are equivalent, so $\sigma(\varepsilon) = \tilde\sigma(x)$. With $dx = \beta\,d\varepsilon$ and the orientation of the axis preserved,
$$\int \beta(\varepsilon-\mu)\Bigl(-\frac{\partial f_{\beta\mu}}{\partial\varepsilon}\Bigr)\sigma(\varepsilon)\,d\varepsilon = \int \beta\,G(\beta(\varepsilon-\mu))\,d\varepsilon = \int G(x)\,dx = \sum_{n\in S} W_n\,s(\beta(E_n-\mu)).$$

`entropy_sum_eq_integral_thermal` states the integrability of the first integrand and the equality of the two ends. The chain rule is `hd`, and `hfun` is the first equality. Positivity enters in both directions of `hs`, the equivalence of the two order conditions, and in `abs_of_pos`, since `Measure.integral_comp_mul_left` rescales by $|\beta^{-1}|$. The rescaled integrability `hi1` and the cancellation of $\beta\beta^{-1}$ need only $\beta \ne 0$, and `hshift` removes $\mu$ by translation invariance.

```lean
/-- At inverse temperature `β > 0` and chemical potential `μ`, the function
`β(ε-μ)(-∂f/∂ε) σ(ε)` is integrable and its integral is `∑ W n s(β(E n - μ))`. -/
theorem entropy_sum_eq_integral_thermal {ι : Type*} (S : Finset ι) (E W : ι → ℝ)
    (β μ : ℝ) (hβ : 0 < β) :
    Integrable (fun ε => β * (ε - μ) * (-deriv (thermalFermi β μ) ε) * hallSum S E W ε) ∧
      ∑ n ∈ S, W n * entropy (β * (E n - μ)) =
        ∫ ε, β * (ε - μ) * (-deriv (thermalFermi β μ) ε) * hallSum S E W ε := by
  obtain ⟨G, hG⟩ : ∃ G : ℝ → ℝ,
      G = fun y => mottKernel y * hallSum S (fun n => β * (E n - μ)) W y := ⟨_, rfl⟩
  obtain ⟨hi, he⟩ := entropy_sum_eq_integral S (fun n => β * (E n - μ)) W
  rw [← hG] at hi he
  have he' : ∑ n ∈ S, W n * entropy (β * (E n - μ)) = ∫ y, G y := he
  -- the integrand in the reduced variable x = β(ε - μ)
  have hfun : (fun ε => β * (ε - μ) * (-deriv (thermalFermi β μ) ε) * hallSum S E W ε) =
      fun ε => β * G (β * (ε - μ)) := by
    ext ε
    have hin : HasDerivAt (fun e => β * (e - μ)) β ε :=
      (((hasDerivAt_id' ε).sub_const μ).const_mul β).congr_deriv (mul_one β)
    have hf := (fermi_hasDerivAt (β * (ε - μ))).differentiableAt.hasDerivAt
    have hc := HasDerivAt.comp ε hf hin
    have hd : HasDerivAt (thermalFermi β μ) (deriv fermi (β * (ε - μ)) * β) ε := hc
    have hs : hallSum S E W ε = hallSum S (fun n => β * (E n - μ)) W (β * (ε - μ)) := by
      simp only [hallSum, Finset.sum_filter]
      refine Finset.sum_congr rfl fun n _ => if_congr ⟨fun h => ?_, fun h => ?_⟩ rfl rfl
      · exact mul_le_mul_of_nonneg_left (by linarith) hβ.le
      · have h' := le_of_mul_le_mul_left h hβ
        linarith
    rw [hd.deriv, hs, hG]
    simp only [mottKernel]
    ring
  have hi1 : Integrable (fun x => G (β * x)) := hi.comp_mul_left' hβ.ne'
  have hi2 : Integrable (fun ε => G (β * (ε - μ))) := hi1.comp_sub_right μ
  have hshift : ∫ ε, G (β * (ε - μ)) = ∫ x, G (β * x) :=
    integral_sub_right_eq_self (fun x => G (β * x)) μ
  rw [hfun]
  refine ⟨hi2.const_mul β, ?_⟩
  rw [integral_const_mul, hshift, Measure.integral_comp_mul_left G β,
    abs_of_pos (inv_pos.2 hβ), smul_eq_mul, ← mul_assoc, mul_inv_cancel₀ hβ.ne', one_mul]
  exact he'

end

end NernstEntropyWeight
```

```lean
#print axioms NernstEntropyWeight.entropy_sum_eq_integral
-- 'NernstEntropyWeight.entropy_sum_eq_integral' depends on axioms: [propext, Classical.choice, Quot.sound]
#print axioms NernstEntropyWeight.entropy_sum_eq_integral_thermal
-- 'NernstEntropyWeight.entropy_sum_eq_integral_thermal' depends on axioms: [propext, Classical.choice, Quot.sound]
```

At $\beta = 0$ the integrand vanishes while the sum is $\log 2\sum_n W_n$, so a single level of weight one violates the equality. At $\beta < 0$ the step `hs` fails, yet $f(-x) = 1-f(x)$ makes $s$ even and leaves both sides unchanged under $\beta \to -\beta$, so the equality survives. What is said here about dropped hypotheses, and below about another model, is ordinary argument that Lean has not checked.

The proved relation is the integral form of the Mott formula, exact at every $\beta > 0$. The familiar Mott relation, proportional to temperature times $d\sigma/d\varepsilon$ at $\mu$, comes from a low-temperature expansion for smooth $\sigma$, whereas here $\sigma$ is a step function.

## Another model

The levels and weights could be replaced by a finite signed measure $\nu$ on the reduced-energy axis, with $\sigma(x) = \nu((-\infty,x])$ and the claim $\int s\,d\nu = \int K\sigma\,dx$. The present theorem is the case of finitely many point masses $W_n$ at $e_n$. Absolutely summable infinite spectra and Brillouin-zone integrals of an integrable curvature would be included. The induction would give way to Fubini's theorem on the region of pairs $(a,x)$ with $a \le x$, which needs $K$ integrable over the whole line and not only on each $[a,\infty)$.
